# Perfect one-way transfer at periodic times on a three-site ring with uniform imaginary hopping

A particle sits on one site of a triangle and can hop to the other two. If the Hamiltonian is a real symmetric matrix that does not change in time, every power of it is real symmetric too, hence exp(-itH) is symmetric and the particle goes from site j to site k as readily as from k to j. For a charged particle, a magnetic flux through the triangle can make the hopping amplitudes complex in a way that no choice of site phases removes. How strongly can that break the balance?

Label the sites 0, 1, 2, with addition modulo 3. Let S be the matrix that moves site j to site j + 1, set ħ and the hopping magnitude to 1, and take

H = i(S − S⁻¹), U(t) = exp(−itH), P(j→k) = |U(t)_kj|².

The product of the hopping amplitudes around the triangle is i³ = −i, so no choice of site phases makes H real. With a(x) = (1 + 2 cos x)/3 and θ = √3 t, the evolution is

U(t) = a(θ) 1 + a(θ − 2π/3) S + a(θ + 2π/3) S⁻¹.

At T = 2π/(3√3) this equals S: forward transfer has probability one, backward transfer probability zero.

## Where a propagation code assumes symmetric transfer

A code that stores one triangle of U, or computes P(j→k) and reuses it for P(k→j), relies on reciprocity. That is sound for a real symmetric H that does not change in time, and can fail completely once hoppings carry phases, as this non-interacting three-site model shows.

The ring also makes a sharp test case. Swapping the row and column of U, or the sign of i in the exponent, returns S⁻¹ instead of S at time T, while norm conservation notices neither. The two errors together cancel, so the index order should be checked separately.

## From Fourier modes to the transfer probabilities

S is a real permutation matrix, so S⁻¹ = Sᵀ = S†. Then H† = −i(S⁻¹ − S) = H, and −itH = t(S − S⁻¹).

Let ω = exp(2πi/3). For k = 0, 1, 2, the normalised vector v_k with components ω^(−kj)/√3 satisfies S v_k = ω^k v_k. The eigenvalues of S − S⁻¹ are therefore

ω^k − ω^(−k) = 2i sin(2πk/3) = 0, i√3, −i√3.

Summing over the three modes gives

U(t)_lj = (1/3) [1 + e^(iθ) ω^(−(l−j)) + e^(−iθ) ω^(l−j)].

For l = j this is a(θ), for l = j + 1 it is a(θ − 2π/3), and for l = j − 1 it is a(θ + 2π/3), which is the closed form. The cosine addition formulas turn the forward and backward transfer amplitudes into

a(θ ∓ 2π/3) = (1 − cos θ ± √3 sin θ)/3.

If U(t) = S, the forward amplitude is 1, so cos(θ − 2π/3) = 1 and θ = 2π/3 + 2πn, that is, t = (3n + 1)T for an integer n. Conversely, at these times cos θ = −1/2 and √3 sin θ = 3/2, so the other two amplitudes vanish.

The difference of the squares of these two transfer amplitudes is their sum, 2(1 − cos θ)/3, times their difference, 2√3 sin θ/3:

P(j→j+1) − P(j+1→j) = (4√3/9) sin θ (1 − cos θ).

It vanishes exactly when sin θ = 0, because cos θ = 1 already forces sin θ = 0.

**Values at θ = π/2.** Here t = π/(2√3) ≈ 0.907. The amplitudes are 1/3 for staying, (1 + √3)/3 forward and (1 − √3)/3 backward. The probabilities are 1/9 ≈ 0.111, (4 + 2√3)/9 ≈ 0.829 and (4 − 2√3)/9 ≈ 0.060. They sum to 1, and the last two differ by 4√3/9 ≈ 0.770, as the formula requires.

## The ring in Lean

```lean
import Mathlib

open Matrix
open scoped Real

namespace ChiralThreeSiteRing

noncomputable section

/-- The cyclic shift on three sites, moving a particle from site `j` to site `j + 1`. -/
def shift : Matrix (Fin 3) (Fin 3) ℂ := !![0, 0, 1; 1, 0, 0; 0, 1, 0]

/-- The ring Hamiltonian `H = i (S - S⁻¹)` with imaginary hopping amplitudes. -/
def ringH : Matrix (Fin 3) (Fin 3) ℂ := Complex.I • (shift - shift⁻¹)

/-- The time evolution operator `U(t) = exp(-i t H)` of the ring. -/
def propagator (t : ℝ) : Matrix (Fin 3) (Fin 3) ℂ :=
  NormedSpace.exp ((-(Complex.I * (t : ℂ))) • ringH)

/-- The probability of finding at site `k` after time `t` a particle that started at site `j`. -/
def prob (t : ℝ) (j k : Fin 3) : ℝ := ‖propagator t k j‖ ^ 2

/-- The real amplitude `(1 + 2 cos x) / 3` as a function of the phase `x`. -/
def amp (x : ℝ) : ℝ := (1 + 2 * Real.cos x) / 3

/-- The circulation time `2π / (3√3)`. -/
def circulationTime : ℝ := 2 * π / (3 * √3)

/-- The inverse of the cyclic shift is its transpose. -/
theorem shift_inv : shift⁻¹ = shiftᵀ := by
  apply Matrix.inv_eq_right_inv
  ext i j
  fin_cases i <;> fin_cases j <;> simp [shift, Matrix.mul_apply, Fin.sum_univ_succ]

/-- The ring Hamiltonian is Hermitian. -/
theorem ringH_isHermitian : ringH.IsHermitian := by
  rw [ringH, shift_inv]
  ext i j
  fin_cases i <;> fin_cases j <;> simp [shift]

/-- The amplitudes at phases shifted by `∓2π/3`, written through the sine and cosine of `x`. -/
theorem amp_shifted (x : ℝ) :
    amp (x - 2 * π / 3) = (1 - Real.cos x + √3 * Real.sin x) / 3 ∧
    amp (x + 2 * π / 3) = (1 - Real.cos x - √3 * Real.sin x) / 3 := by
  have e : 2 * π / 3 = π - π / 3 := by ring
  have hc : Real.cos (2 * π / 3) = -(1 / 2) := by
    rw [e, Real.cos_pi_sub, Real.cos_pi_div_three]
  have hs : Real.sin (2 * π / 3) = √3 / 2 := by
    rw [e, Real.sin_pi_sub, Real.sin_pi_div_three]
  constructor
  · rw [amp, Real.cos_sub, hc, hs]; ring
  · rw [amp, Real.cos_add, hc, hs]; ring

/-- Closed form of the time evolution: a combination of staying, one forward shift and one
backward shift, with amplitudes that differ by phase shifts of `2π/3`. -/
theorem propagator_eq (t : ℝ) :
    propagator t = (amp (√3 * t) : ℂ) • (1 : Matrix (Fin 3) (Fin 3) ℂ)
      + (amp (√3 * t - 2 * π / 3) : ℂ) • shift
      + (amp (√3 * t + 2 * π / 3) : ℂ) • shift⁻¹ := by
  have hr : ((√3 : ℝ) : ℂ) ^ 2 = 3 := by
    rw [← Complex.ofReal_pow, Real.sq_sqrt (by norm_num)]; norm_num
  have hI := Complex.I_sq
  -- a primitive cube root of unity
  obtain ⟨w, hw⟩ : ∃ w : ℂ, w = (-1 + ((√3 : ℝ) : ℂ) * Complex.I) / 2 := ⟨_, rfl⟩
  have hw2 : w ^ 2 = -1 - w := by
    rw [hw]; linear_combination (Complex.I ^ 2 / 4) * hr + (3 / 4) * hI
  have hθ : ((√3 : ℝ) : ℂ) * Complex.I = 2 * w + 1 := by rw [hw]; ring
  obtain ⟨z, hz⟩ : ∃ z : ℂ, z = t * (2 * w + 1) := ⟨_, rfl⟩
  -- the discrete Fourier matrix and its inverse
  obtain ⟨F, hF⟩ : ∃ F : Matrix (Fin 3) (Fin 3) ℂ,
    F = !![1, 1, 1; 1, -1 - w, w; 1, w, -1 - w] := ⟨_, rfl⟩
  obtain ⟨G, hG⟩ : ∃ G : Matrix (Fin 3) (Fin 3) ℂ,
    G = !![1/3, 1/3, 1/3; 1/3, w/3, (-1 - w)/3; 1/3, (-1 - w)/3, w/3] := ⟨_, rfl⟩
  have hFG : F * G = 1 := by
    rw [hF, hG]
    ext i j
    fin_cases i <;> fin_cases j <;> simp [Matrix.mul_apply, Fin.sum_univ_succ] <;> grind
  have hU : IsUnit F := ⟨⟨F, G, hFG, mul_eq_one_comm.mp hFG⟩, rfl⟩
  have hinv : F⁻¹ = G := Matrix.inv_eq_right_inv hFG
  have hA0 : (-(Complex.I * (t : ℂ))) • ringH = (t : ℂ) • (shift - shiftᵀ) := by
    rw [ringH, shift_inv, smul_smul]
    congr 1
    linear_combination (-(t : ℂ)) * hI
  have hA : (t : ℂ) • (shift - shiftᵀ) = F * Matrix.diagonal ![0, z, -z] * G := by
    rw [hF, hG]
    ext i j
    fin_cases i <;> fin_cases j <;>
      simp [shift, Matrix.mul_apply, Fin.sum_univ_succ, Matrix.vecMul_diagonal] <;> grind
  -- exponentials of the eigenvalues
  have he1 : Complex.exp z = (Real.cos (√3 * t) : ℂ) + (Real.sin (√3 * t) : ℂ) * Complex.I := by
    have h : z = ((√3 * t : ℝ) : ℂ) * Complex.I := by
      rw [hz]; push_cast; linear_combination (-(t : ℂ)) * hθ
    rw [h, Complex.exp_mul_I, ← Complex.ofReal_cos, ← Complex.ofReal_sin]
  have he2 : Complex.exp (-z) =
      (Real.cos (√3 * t) : ℂ) - (Real.sin (√3 * t) : ℂ) * Complex.I := by
    have h : -z = ((-(√3 * t) : ℝ) : ℂ) * Complex.I := by
      rw [hz]; push_cast; linear_combination (t : ℂ) * hθ
    rw [h, Complex.exp_mul_I, ← Complex.ofReal_cos, ← Complex.ofReal_sin,
      Real.cos_neg, Real.sin_neg, Complex.ofReal_neg]
    ring
  have hexp : NormedSpace.exp ![0, z, -z] = ![1, Complex.exp z, Complex.exp (-z)] := by
    rw [Pi.exp_def]
    ext i
    fin_cases i <;> simp [← Complex.exp_eq_exp_ℂ]
  rw [propagator, hA0, hA, ← hinv, Matrix.exp_conj _ _ hU, hinv, Matrix.exp_diagonal, hexp,
    he1, he2, (amp_shifted _).1, (amp_shifted _).2, amp, shift_inv, hF, hG]
  simp only [Complex.ofReal_div, Complex.ofReal_add, Complex.ofReal_sub,
    Complex.ofReal_mul, Complex.ofReal_one, Complex.ofReal_ofNat]
  generalize (Real.cos (√3 * t) : ℂ) = c
  generalize (Real.sin (√3 * t) : ℂ) = s
  ext i j
  fin_cases i <;> fin_cases j <;>
    simp [shift, Matrix.mul_apply, Fin.sum_univ_succ, Matrix.vecMul_diagonal] <;> grind

/-- The entries of `U(t)` for transfer from site `j` to site `j + 1` and from site `j + 1` to site
`j`. -/
theorem propagator_hop (t : ℝ) (j : Fin 3) :
    propagator t (j + 1) j = (amp (√3 * t - 2 * π / 3) : ℂ) ∧
    propagator t j (j + 1) = (amp (√3 * t + 2 * π / 3) : ℂ) := by
  rw [propagator_eq, shift_inv]
  fin_cases j <;> simp [shift]

/-- The evolution equals the cyclic shift exactly at the times `(3n + 1) T`, with `n` an integer
and `T = 2π / (3√3)`. -/
theorem propagator_eq_shift_iff (t : ℝ) :
    propagator t = shift ↔ ∃ n : ℤ, t = (3 * n + 1) * circulationTime := by
  have h3 : √3 ≠ 0 := by positivity
  have hT : √3 * circulationTime = 2 * π / 3 := by
    rw [circulationTime]; field_simp
  constructor
  · intro h
    have h10 := (propagator_hop t 0).1
    rw [h] at h10
    have h' : (1 : ℂ) = (amp (√3 * t - 2 * π / 3) : ℂ) := by simpa [shift] using h10
    have ha : amp (√3 * t - 2 * π / 3) = 1 := by exact_mod_cast h'.symm
    have hc : Real.cos (√3 * t - 2 * π / 3) = 1 := by unfold amp at ha; linarith
    obtain ⟨n, hn⟩ := (Real.cos_eq_one_iff _).1 hc
    refine ⟨n, mul_left_cancel₀ h3 ?_⟩
    linear_combination -hn - (3 * (n : ℝ) + 1) * hT
  · rintro ⟨n, hn⟩
    have hc : Real.cos (√3 * t - 2 * π / 3) = 1 :=
      (Real.cos_eq_one_iff _).2 ⟨n, by rw [hn]; linear_combination -(3 * (n : ℝ) + 1) * hT⟩
    have ha : amp (√3 * t - 2 * π / 3) = 1 := by rw [amp, hc]; norm_num
    -- a unit forward amplitude fixes the phase, and the other amplitudes vanish
    have e : √3 * Real.sin (√3 * t) = 2 + Real.cos (√3 * t) := by
      have h := (amp_shifted (√3 * t)).1
      rw [ha] at h
      linarith
    have q : √3 ^ 2 = 3 := Real.sq_sqrt (by norm_num)
    have hsq : (2 * Real.cos (√3 * t) + 1) ^ 2 = 0 := by
      linear_combination (-(√3 * Real.sin (√3 * t) + 2 + Real.cos (√3 * t))) * e
        + Real.sin (√3 * t) ^ 2 * q + 3 * Real.sin_sq_add_cos_sq (√3 * t)
    have h0 := (pow_eq_zero_iff two_ne_zero).1 hsq
    have hb : amp (√3 * t) = 0 := by rw [amp]; linarith
    have hd : amp (√3 * t + 2 * π / 3) = 0 := by rw [(amp_shifted _).2]; linarith
    rw [propagator_eq, ha, hb, hd]
    simp

/-- At time `2π / (3√3)` the evolution is the cyclic shift: every site is transferred forward
with probability one and backward with probability zero. -/
theorem perfect_circulation :
    propagator circulationTime = shift ∧
    ∀ j : Fin 3, prob circulationTime j (j + 1) = 1 ∧ prob circulationTime (j + 1) j = 0 := by
  have h : propagator circulationTime = shift :=
    (propagator_eq_shift_iff _).2 ⟨0, by simp⟩
  refine ⟨h, fun j => ?_⟩
  rw [prob, prob, h]
  fin_cases j <;> simp [shift]

/-- The difference between forward and backward transfer probabilities on a bond at time `t`. -/
theorem prob_forward_sub_backward (t : ℝ) (j : Fin 3) :
    prob t j (j + 1) - prob t (j + 1) j =
      4 * √3 / 9 * Real.sin (√3 * t) * (1 - Real.cos (√3 * t)) := by
  rw [prob, prob, (propagator_hop t j).1, (propagator_hop t j).2, Complex.norm_real,
    Complex.norm_real, Real.norm_eq_abs, Real.norm_eq_abs, sq_abs, sq_abs,
    (amp_shifted _).1, (amp_shifted _).2]
  ring

/-- Forward and backward transfer probabilities on a bond agree at time `t` exactly when
`sin(√3 t) = 0`. -/
theorem reciprocal_iff (t : ℝ) (j : Fin 3) :
    prob t j (j + 1) = prob t (j + 1) j ↔ Real.sin (√3 * t) = 0 := by
  rw [← sub_eq_zero, prob_forward_sub_backward]
  constructor
  · intro h
    rcases mul_eq_zero.1 h with h | h
    · exact (mul_eq_zero.1 h).resolve_left (by positivity)
    · have hc : Real.cos (√3 * t) = 1 := by linarith
      have hp := Real.sin_sq_add_cos_sq (√3 * t)
      rw [hc] at hp
      exact (pow_eq_zero_iff two_ne_zero).1 (by linarith)
  · intro h
    rw [h]
    ring

end

end ChiralThreeSiteRing
```

```lean
#print axioms ChiralThreeSiteRing.ringH_isHermitian
#print axioms ChiralThreeSiteRing.perfect_circulation
#print axioms ChiralThreeSiteRing.reciprocal_iff
```

```
'ChiralThreeSiteRing.ringH_isHermitian' depends on axioms: [propext, Classical.choice, Quot.sound]
'ChiralThreeSiteRing.perfect_circulation' depends on axioms: [propext, Classical.choice, Quot.sound]
'ChiralThreeSiteRing.reciprocal_iff' depends on axioms: [propext, Classical.choice, Quot.sound]
```

## Reading the definitions and theorems

`shift`, `ringH` and `propagator t` are S, H and U(t), as complex matrices indexed by `Fin 3`, whose addition wraps around. `NormedSpace.exp` is the matrix exponential. In `prob t j k` the starting site comes first, whereas the matrix entry is `propagator t k j`. `amp` is a, and `circulationTime` is T.

`propagator_eq` states the closed form for every real t, negative times included. `propagator_eq_shift_iff` concerns equality of matrices, with no global phase left free. `perfect_circulation` gives the probabilities at T for every starting site. `prob_forward_sub_backward` and `reciprocal_iff` treat the bond from j to j + 1; on a triangle these bonds cover all pairs of distinct sites.

## How the Lean proof follows the Fourier calculation

`shift_inv` and `ringH_isHermitian` check matrix entries, and `amp_shifted` is the addition formula. In `propagator_eq`, the columns of `F` are the vectors √3 v_k, and its inverse `G` carries the factor 1/3. `Matrix.exp_conj` and `Matrix.exp_diagonal` reduce the exponential to those of the eigenvalues, and `grind` finishes the comparison of the nine entries using w² = −1 − w.

`propagator_hop` reads off the forward and backward transfer amplitudes. For the circulation times, the forward direction uses a single matrix entry and `Real.cos_eq_one_iff`. The converse squares √3 sin θ = 2 + cos θ to get (2 cos θ + 1)² = 0, which makes the other amplitudes vanish. `perfect_circulation` is the case n = 0. The probability difference follows by substitution and `ring`, and `reciprocal_iff` examines its factors.

## One flux, equal hoppings, exact arithmetic

The theorems are stated for one particle on a closed ring of three sites with zero on-site energies and hopping amplitude i from each site to the next. A common on-site energy or another choice of site phases would multiply the entries of U by phases and leave the probabilities unchanged. Disorder, other fluxes, longer rings, interactions and decoherence all change the model. The general symmetry argument for real H in the opening is background and is not formalised in this file.

The statements concern exact real and complex numbers. They supply reference values for a numerical propagator, but no bound on its rounding or time-step error.
